# For symmetric positive definite A, exact F-relaxation and ideal interpolation solve Au = b in one two-grid step

Take one fine-only unknown and one coarse unknown, in that order, with

A = [[2, −1], [−1, 2]], b = (3, 0), u = (2, 1),

so that Au = b. Start from x = (0, 0). Solving the first equation with the coarse value frozen gives y = (3/2, 0), and the remaining error is

u − y = (1/2, 1).

The coarse component of the error is 1, and the fine component is half of it, because the first equation now holds exactly. The column P = (1/2, 1) therefore spans every error that relaxation can leave. The coarse operator is PᵀAP = 3/2 and the restricted residual is Pᵀ(b − Ay) = 3/2, so the coarse solve returns 1 and y + P·1 = (2, 1) = u.

The same mechanism works for any finite set F of fine-only unknowns and any finite set C of coarse ones. The whole grid is the disjoint union `F ⊕ C`. The index types N and K serve for statements that need no splitting.

```lean
import Mathlib

open Matrix

namespace IdealInterpolationTwoGrid

noncomputable section

variable {N K F C : Type*} [Fintype N] [Fintype K] [DecidableEq K]
  [Fintype F] [DecidableEq F] [Fintype C] [DecidableEq C]
```

## Relaxation and coarse correction as one operation

Given an iterate x and a matrix P, the Galerkin correction adds the element of the range of P that makes the residual orthogonal to that range:

x ↦ x + P(PᵀAP)⁻¹Pᵀ(b − Ax).

In Lean, `*ᵥ` is the matrix-vector product.

```lean
/-- The Galerkin correction of the iterate `x` for `A u = b` from the range of `P`:
`x + P (Pᵀ A P)⁻¹ Pᵀ (b - A x)`. Its domain is nonsingular `Pᵀ A P`. -/
def correct (A : Matrix N N ℝ) (P : Matrix N K ℝ) (b x : N → ℝ) : N → ℝ :=
  x + P *ᵥ ((Pᵀ * A * P)⁻¹ *ᵥ (Pᵀ *ᵥ (b - A *ᵥ x)))
```

Let J be the injection of the fine-only unknowns, the identity stacked over zero. Since JᵀAJ = A_FF, the correction with J in place of P is

y_F = x_F + A_FF⁻¹(b − Ax)_F, y_C = x_C.

This is exact F-relaxation: all fine-only equations are solved together while the coarse values stay fixed.

```lean
variable (F C) in
/-- The injection of the fine-only unknowns into the whole grid. -/
def fineInj : Matrix (F ⊕ C) F ℝ := Matrix.fromRows 1 0
```

An interpolation that keeps the coarse values stacks a weight matrix W over the identity. This identity block fixes the normalisation of P.

```lean
/-- Interpolation that keeps the coarse values and fills the fine-only sites with weights `W`. -/
def interp (W : Matrix F C ℝ) : Matrix (F ⊕ C) C ℝ := Matrix.fromRows W 1
```

The ideal weights are

W₀ = −A_FF⁻¹A_FC.

The blocks A_FF, A_FC, A_CF and A_CC appear in Lean as `toBlocks₁₁`, `toBlocks₁₂`, `toBlocks₂₁` and `toBlocks₂₂`.

```lean
/-- The ideal interpolation weights `-A_FF⁻¹ A_FC`, for nonsingular `A_FF`. -/
def idealWeights (A : Matrix (F ⊕ C) (F ⊕ C) ℝ) : Matrix F C ℝ :=
  -(A.toBlocks₁₁⁻¹ * A.toBlocks₁₂)
```

A two-grid step is the correction with J followed by the correction with P. There is no smoothing afterwards, and the coarse problem is solved exactly.

```lean
/-- One two-grid step: exact relaxation of the fine-only unknowns, then the Galerkin correction
with `P`. Its domain is nonsingular `A_FF` and `Pᵀ A P`. -/
def twoGrid (A : Matrix (F ⊕ C) (F ⊕ C) ℝ) (P : Matrix (F ⊕ C) C ℝ)
    (b x : F ⊕ C → ℝ) : F ⊕ C → ℝ :=
  correct A P b (correct A (fineInj F C) b x)
```

## Both solves are well posed

Suppose PᵀAPv = 0. Then

(Pv)ᵀA(Pv) = vᵀ(PᵀAP)v = 0,

and positive definiteness gives Pv = 0. If P is injective, v = 0, so PᵀAP is nonsingular. The proof runs this by contradiction: a zero determinant supplies a nonzero null vector v, whose image Pv would have zero energy.

```lean
/-- For positive definite `A` and injective `P` the Galerkin operator `Pᵀ A P` is nonsingular. -/
theorem galerkin_det_ne_zero {A : Matrix N N ℝ} (hA : A.PosDef) {P : Matrix N K ℝ}
    (hP : ∀ v, P *ᵥ v = 0 → v = 0) : (Pᵀ * A * P).det ≠ 0 := by
  intro h
  obtain ⟨v, hv, h0⟩ := Matrix.exists_mulVec_eq_zero_iff.mpr h
  have hne : P *ᵥ v ≠ 0 := fun h => hv (hP v h)
  have hpos := hA.dotProduct_mulVec_pos hne
  -- a null vector of the coarse operator would have zero energy on the fine grid
  have hz : (P *ᵥ v) ⬝ᵥ (A *ᵥ (P *ᵥ v)) = 0 := by
    calc (P *ᵥ v) ⬝ᵥ (A *ᵥ (P *ᵥ v)) = v ⬝ᵥ ((Pᵀ * A * P) *ᵥ v) := by
          rw [← Matrix.mulVec_mulVec, ← Matrix.mulVec_mulVec,
            Matrix.dotProduct_mulVec v Pᵀ, Matrix.vecMul_transpose]
      _ = 0 := by rw [h0, dotProduct_zero]
  rw [star_trivial, hz] at hpos
  exact lt_irrefl _ hpos
```

## What a correction does to residual and error

Write G = PᵀAP and r = b − Ax. After the correction, the restricted residual is

Pᵀ(r − APG⁻¹Pᵀr) = Pᵀr − GG⁻¹Pᵀr = 0.

The auxiliary statement `key` is the cancellation GG⁻¹ = 1.

```lean
/-- If `Pᵀ A P` is nonsingular, the residual after a Galerkin correction is orthogonal to the
range of `P`. -/
theorem correct_residual {A : Matrix N N ℝ} {P : Matrix N K ℝ}
    (hG : (Pᵀ * A * P).det ≠ 0) (b x : N → ℝ) :
    Pᵀ *ᵥ (b - A *ᵥ correct A P b x) = 0 := by
  have key : ∀ r, Pᵀ *ᵥ (A *ᵥ (P *ᵥ ((Pᵀ * A * P)⁻¹ *ᵥ r))) = r := by
    intro r
    have h : (Pᵀ * A * P) *ᵥ ((Pᵀ * A * P)⁻¹ *ᵥ r) = r := by
      rw [Matrix.mulVec_mulVec, Matrix.mul_nonsing_inv _ (isUnit_iff_ne_zero.mpr hG),
        Matrix.one_mulVec]
    simpa only [← Matrix.mulVec_mulVec] using h
  rw [correct, Matrix.mulVec_add, ← sub_sub, Matrix.mulVec_sub Pᵀ (b - A *ᵥ x), key, sub_self]
```

If the error is already Pw, so that b = A(x + Pw), then Pᵀ(b − Ax) = Gw. The coarse solve returns G⁻¹Gw = w, and the new iterate is x + Pw, the solution. The steps `h1` and `h2` are these two equalities.

```lean
/-- If `Pᵀ A P` is nonsingular, a Galerkin correction removes completely an error `P w`. -/
theorem correct_exact {A : Matrix N N ℝ} {P : Matrix N K ℝ}
    (hG : (Pᵀ * A * P).det ≠ 0) (x : N → ℝ) (w : K → ℝ) :
    correct A P (A *ᵥ (x + P *ᵥ w)) x = x + P *ᵥ w := by
  have h1 : Pᵀ *ᵥ (A *ᵥ (x + P *ᵥ w) - A *ᵥ x) = (Pᵀ * A * P) *ᵥ w := by
    rw [Matrix.mulVec_add, add_sub_cancel_left]
    simp only [Matrix.mulVec_mulVec, Matrix.mul_assoc]
  have h2 : (Pᵀ * A * P)⁻¹ *ᵥ ((Pᵀ * A * P) *ᵥ w) = w := by
    rw [Matrix.mulVec_mulVec, Matrix.nonsing_inv_mul _ (isUnit_iff_ne_zero.mpr hG),
      Matrix.one_mulVec]
  rw [correct, h1, h2]
```

On the split grid, interpolation acts by

Pw = (Ww, w),

which Lean writes with `Sum.elim`.

```lean
omit [Fintype F] [DecidableEq F] in
/-- Interpolation returns the weighted values on the fine-only sites and the given values on the
coarse sites. -/
theorem interp_mulVec (W : Matrix F C ℝ) (w : C → ℝ) :
    interp W *ᵥ w = Sum.elim (W *ᵥ w) w := by
  rw [interp, Matrix.fromRows_mulVec, Matrix.one_mulVec]
```

Both J and P are injective, because each contains an identity block. The energy argument therefore applies to both, and with JᵀAJ = A_FF it shows that every inverse in the two-grid step is a true inverse.

```lean
/-- For positive definite `A` both solves of the two-grid step are well posed: the operators of
the fine-only relaxation, `A_FF`, and of the coarse correction are nonsingular. -/
theorem solves_well_posed {A : Matrix (F ⊕ C) (F ⊕ C) ℝ} (hA : A.PosDef) (W : Matrix F C ℝ) :
    ((fineInj F C)ᵀ * A * fineInj F C).det ≠ 0 ∧ A.toBlocks₁₁.det ≠ 0 ∧
      ((interp W)ᵀ * A * interp W).det ≠ 0 := by
  have hF : ((fineInj F C)ᵀ * A * fineInj F C).det ≠ 0 := by
    refine galerkin_det_ne_zero hA fun v h => ?_
    rw [fineInj, Matrix.fromRows_mulVec, Matrix.one_mulVec] at h
    exact funext fun i => congrFun h (Sum.inl i)
  have hE : (fineInj F C)ᵀ * A * fineInj F C = A.toBlocks₁₁ := by
    ext i j
    simp [fineInj, Matrix.mul_apply, Fintype.sum_sum_type, Matrix.one_apply, Matrix.toBlocks₁₁]
  refine ⟨hF, hE ▸ hF, galerkin_det_ne_zero hA fun v h => ?_⟩
  rw [interp_mulVec] at h
  exact funext fun i => congrFun h (Sum.inr i)
```

## The errors that relaxation leaves

The fine-only part of Ae is A_FF e_F + A_FC e_C. It vanishes exactly when

e_F = −A_FF⁻¹A_FC e_C = W₀e_C,

that is, when e is the ideal interpolation of its own coarse values. The proof computes the fine-only rows in `hrow`, then multiplies by A_FF⁻¹ in one direction and substitutes e = (W₀w, w) in the other.

```lean
/-- For positive definite `A`, the errors whose residual vanishes on all fine-only sites are
exactly the range of ideal interpolation. -/
theorem relaxed_error_iff {A : Matrix (F ⊕ C) (F ⊕ C) ℝ} (hA : A.PosDef) (e : F ⊕ C → ℝ) :
    (fineInj F C)ᵀ *ᵥ (A *ᵥ e) = 0 ↔ ∃ w, e = interp (idealWeights A) *ᵥ w := by
  have hu : IsUnit A.toBlocks₁₁.det :=
    isUnit_iff_ne_zero.mpr (solves_well_posed hA 0).2.1
  -- the fine-only rows of `A e`
  have hrow : (fineInj F C)ᵀ *ᵥ (A *ᵥ e) =
      A.toBlocks₁₁ *ᵥ (e ∘ Sum.inl) + A.toBlocks₁₂ *ᵥ (e ∘ Sum.inr) := by
    ext i
    simp [fineInj, Matrix.mulVec, dotProduct, Fintype.sum_sum_type, Matrix.one_apply,
      Matrix.toBlocks₁₁, Matrix.toBlocks₁₂]
  rw [hrow]
  constructor
  · intro h
    refine ⟨e ∘ Sum.inr, ?_⟩
    have h1 : e ∘ Sum.inl = idealWeights A *ᵥ (e ∘ Sum.inr) := by
      calc e ∘ Sum.inl = A.toBlocks₁₁⁻¹ *ᵥ (A.toBlocks₁₁ *ᵥ (e ∘ Sum.inl)) := by
            rw [Matrix.mulVec_mulVec, Matrix.nonsing_inv_mul _ hu, Matrix.one_mulVec]
        _ = idealWeights A *ᵥ (e ∘ Sum.inr) := by
            rw [eq_neg_of_add_eq_zero_left h, idealWeights, Matrix.mulVec_neg,
              Matrix.neg_mulVec, Matrix.mulVec_mulVec]
    rw [interp_mulVec, ← h1]
    exact (Sum.elim_comp_inl_inr e).symm
  · rintro ⟨w, rfl⟩
    rw [interp_mulVec, Sum.elim_comp_inl, Sum.elim_comp_inr, idealWeights, Matrix.neg_mulVec,
      Matrix.mulVec_neg, Matrix.mulVec_mulVec, ← Matrix.mul_assoc,
      Matrix.mul_nonsing_inv _ hu, Matrix.one_mul, neg_add_cancel]
```

## One step reaches the solution

Let Au = b and let y be the relaxed iterate. Relaxation gives JᵀA(u − y) = 0, so u − y = Pw for some w, where P now has the ideal weights. The coarse correction removes this error and returns y + Pw = u. The Lean proof takes the nonsingularity of both solves from `solves_well_posed`, then applies `correct_residual`, `relaxed_error_iff` and `correct_exact` in this order.

The hypothesis `A.PosDef` contains symmetry as well as positivity, and `hb` says that u solves the system. The start x is arbitrary.

```lean
/-- For symmetric positive definite `A`, one two-grid step with ideal interpolation gives the
solution `u` of `A u = b` from every start `x`. -/
theorem twoGrid_ideal_exact {A : Matrix (F ⊕ C) (F ⊕ C) ℝ} (hA : A.PosDef)
    {b u : F ⊕ C → ℝ} (hb : A *ᵥ u = b) (x : F ⊕ C → ℝ) :
    twoGrid A (interp (idealWeights A)) b x = u := by
  subst hb
  obtain ⟨hF, -, hC⟩ := solves_well_posed hA (idealWeights A)
  -- relaxation leaves an error in the range of ideal interpolation
  have hy := correct_residual hF (A *ᵥ u) x
  rw [← Matrix.mulVec_sub] at hy
  obtain ⟨w, hw⟩ := (relaxed_error_iff hA _).mp hy
  have hu : correct A (fineInj F C) (A *ᵥ u) x + interp (idealWeights A) *ᵥ w = u := by
    rw [← hw]
    abel
  -- the coarse correction removes that error
  have h := correct_exact hC (correct A (fineInj F C) (A *ᵥ u) x) w
  rw [hu] at h
  exact h
```

For real-space electronic structure, this applies to a finite-difference Poisson problem for the Hartree potential when its matrix is symmetric positive definite, as with the usual Dirichlet discretisation of −∇², and when the ideal weights are used, the solves with A_FF and PᵀAP are both exact and rounding is ignored. A periodic Poisson matrix has a constant null vector and fails the hypothesis. In general A_FF⁻¹ is dense, so the step can be costly even though a single one suffices.

## Only the ideal weights have this property

Suppose the step with weights W is exact for every solution and every start. Choose the solution u = (W₀w, w) and the start 0. The fine-only residual is zero, so relaxation changes nothing, and the coarse correction alone must produce u. Hence, for some v,

(Wv, v) = (W₀w, w).

The coarse components give v = w, and the fine components then give Ww = W₀w. As w was arbitrary, W = W₀.

The quantifiers over u and x belong to the property: other weights may still be exact for particular pairs. The reverse direction is the preceding theorem.

```lean
/-- For symmetric positive definite `A` and interpolation that keeps the coarse values, the two-grid
step is exact for every solution and every start if and only if the weights are ideal. -/
theorem twoGrid_exact_iff {A : Matrix (F ⊕ C) (F ⊕ C) ℝ} (hA : A.PosDef) (W : Matrix F C ℝ) :
    (∀ u x, twoGrid A (interp W) (A *ᵥ u) x = u) ↔ W = idealWeights A := by
  constructor
  · intro h
    have hW : ∀ w, W *ᵥ w = idealWeights A *ᵥ w := by
      intro w
      have h0 : (fineInj F C)ᵀ *ᵥ (A *ᵥ (interp (idealWeights A) *ᵥ w)) = 0 :=
        (relaxed_error_iff hA _).mpr ⟨w, rfl⟩
      -- relaxation from the zero start does nothing for this solution
      have h2 : correct A (fineInj F C) (A *ᵥ (interp (idealWeights A) *ᵥ w)) 0 = 0 := by
        simp only [correct, Matrix.mulVec_zero, sub_zero, h0, add_zero]
      have h1 := h (interp (idealWeights A) *ᵥ w) 0
      rw [twoGrid, h2, correct, zero_add] at h1
      obtain ⟨v, hv⟩ : ∃ v, interp W *ᵥ v = interp (idealWeights A) *ᵥ w := ⟨_, h1⟩
      rw [interp_mulVec, interp_mulVec] at hv
      have hc : v = w := funext fun i => congrFun hv (Sum.inr i)
      have hf : W *ᵥ v = idealWeights A *ᵥ w := funext fun i => congrFun hv (Sum.inl i)
      rwa [hc] at hf
    apply Matrix.toLin'.injective
    refine LinearMap.ext fun w => ?_
    rw [Matrix.toLin'_apply, Matrix.toLin'_apply]
    exact hW w
  · rintro rfl u x
    exact twoGrid_ideal_exact hA rfl x
```

## The coarse operator is the Schur complement

With the ideal weights, the fine-only rows of AP are A_FF W₀ + A_FC = 0. The coarse rows are

S = A_CF W₀ + A_CC = A_CC − A_CF A_FF⁻¹A_FC.

Multiplying by Pᵀ, whose blocks are W₀ᵀ and the identity, gives PᵀAP = W₀ᵀ·0 + S = S. In the two-point example this is 2 − 1/2 = 3/2. The coarse matrix is thus the one obtained by eliminating the fine-only unknowns from Au = b. In the proof, `hmul` computes the rows of AP and `hzero` removes the fine-only ones.

```lean
/-- For positive definite `A`, the Galerkin coarse operator of ideal interpolation is the Schur
complement `A_CC - A_CF A_FF⁻¹ A_FC`. -/
theorem galerkin_ideal_eq_schur {A : Matrix (F ⊕ C) (F ⊕ C) ℝ} (hA : A.PosDef) :
    (interp (idealWeights A))ᵀ * A * interp (idealWeights A) =
      A.toBlocks₂₂ - A.toBlocks₂₁ * A.toBlocks₁₁⁻¹ * A.toBlocks₁₂ := by
  have hu : IsUnit A.toBlocks₁₁.det :=
    isUnit_iff_ne_zero.mpr (solves_well_posed hA 0).2.1
  have hmul : ∀ W : Matrix F C ℝ, A * interp W = Matrix.fromRows
      (A.toBlocks₁₁ * W + A.toBlocks₁₂) (A.toBlocks₂₁ * W + A.toBlocks₂₂) := by
    intro W
    ext (i | i) j <;>
      simp [interp, Matrix.mul_apply, Fintype.sum_sum_type, Matrix.one_apply,
        Matrix.toBlocks₁₁, Matrix.toBlocks₁₂, Matrix.toBlocks₂₁, Matrix.toBlocks₂₂]
  -- the fine-only rows of `A P` vanish
  have hzero : A.toBlocks₁₁ * idealWeights A + A.toBlocks₁₂ = 0 := by
    rw [idealWeights, Matrix.mul_neg, ← Matrix.mul_assoc, Matrix.mul_nonsing_inv _ hu,
      Matrix.one_mul, neg_add_cancel]
  rw [Matrix.mul_assoc, hmul, hzero, interp, Matrix.transpose_fromRows,
    Matrix.fromCols_mul_fromRows, Matrix.transpose_one, Matrix.one_mul, Matrix.mul_zero,
    zero_add, idealWeights, Matrix.mul_neg, ← Matrix.mul_assoc]
  abel

end

end IdealInterpolationTwoGrid
```

```lean
#print axioms IdealInterpolationTwoGrid.twoGrid_ideal_exact
#print axioms IdealInterpolationTwoGrid.twoGrid_exact_iff
#print axioms IdealInterpolationTwoGrid.galerkin_ideal_eq_schur
```

```
'IdealInterpolationTwoGrid.twoGrid_ideal_exact' depends on axioms: [propext, Classical.choice, Quot.sound]
'IdealInterpolationTwoGrid.twoGrid_exact_iff' depends on axioms: [propext, Classical.choice, Quot.sound]
'IdealInterpolationTwoGrid.galerkin_ideal_eq_schur' depends on axioms: [propext, Classical.choice, Quot.sound]
```
